# The Gibbs–Bogoliubov upper bound on the free energy of a classical system on the line

The theorem `gibbs_bogoliubov` concerns a classical system with one real coordinate at temperature T > 0, in units where Boltzmann's constant is one. It says that adding V to the potential U raises the configurational free energy −T ln Z, where Z = ∫ exp(−U/T) dx, by at most the average of V, taken with the normalised Boltzmann weight of U alone. The Boltzmann factors of U and of U + V are assumed integrable, and so is V times the Boltzmann factor of U. The proof bounds the exponential from below by its tangent line at the mean of V, integrates that bound over the line, then takes logarithms and multiplies by T.

In Lean, a first try:

```lean
import Mathlib

open MeasureTheory

namespace GibbsBogoliubov

noncomputable section

/-- The classical configuration integral of a potential `U` on the line at temperature `T ≠ 0`,
in units with Boltzmann constant one. -/
def configIntegral (T : ℝ) (U : ℝ → ℝ) : ℝ := ∫ x, Real.exp (-U x / T)

/-- The configurational free energy `-T ln Z`, for `T ≠ 0` and a finite configuration integral. -/
def freeEnergy (T : ℝ) (U : ℝ → ℝ) : ℝ := -T * Real.log (configIntegral T U)

/-- The Boltzmann average of an observable `A` in the potential `U`, for `T ≠ 0` and a finite,
nonzero configuration integral, provided that the integral of the weighted observable converges. -/
def average (T : ℝ) (U A : ℝ → ℝ) : ℝ :=
  (∫ x, A x * Real.exp (-U x / T)) / configIntegral T U

/-- If the Boltzmann factor is integrable, the configuration integral is positive. -/
theorem configIntegral_pos {T : ℝ} {U : ℝ → ℝ}
    (h : Integrable fun x => Real.exp (-U x / T)) : 0 < configIntegral T U := by
  have : NeZero (volume : Measure ℝ) := ⟨by
    intro h0
    have hv := Real.volume_univ
    rw [h0] at hv
    simp at hv⟩
  exact integral_exp_pos h

/-- Gibbs–Bogoliubov inequality: at `T > 0`, adding `V` to `U` raises the free energy by at most
the average of `V` in the potential `U`, provided the three integrals involved converge. -/
theorem gibbs_bogoliubov {T : ℝ} {U V : ℝ → ℝ} (hT : 0 < T)
    (h0 : Integrable fun x => Real.exp (-U x / T))
    (h1 : Integrable fun x => Real.exp (-(U x + V x) / T))
    (hV : Integrable fun x => V x * Real.exp (-U x / T)) :
    freeEnergy T (fun x => U x + V x) ≤ freeEnergy T U + average T U V := by
  have hZ0 := configIntegral_pos h0
  obtain ⟨m, hmdef⟩ : ∃ m, m = average T U V := ⟨_, rfl⟩
  have hm : ∫ x, V x * Real.exp (-U x / T) = m * configIntegral T U := by
    rw [hmdef, average, div_mul_cancel₀ _ hZ0.ne']
  -- tangent line of the exponential at the mean perturbation
  have key : ∀ x, Real.exp (-m / T) * (1 + m / T) * Real.exp (-U x / T) -
      Real.exp (-m / T) / T * (V x * Real.exp (-U x / T)) ≤
        Real.exp (-(U x + V x) / T) := by
    intro x
    have e : Real.exp (-(U x + V x) / T) =
        Real.exp (-m / T) * Real.exp (-U x / T) * Real.exp ((m - V x) / T) := by
      rw [← Real.exp_add, ← Real.exp_add]
      congr 1
      ring
    have t := mul_le_mul_of_nonneg_left (Real.add_one_le_exp ((m - V x) / T))
      (mul_pos (Real.exp_pos (-m / T)) (Real.exp_pos (-U x / T))).le
    rw [e]
    exact le_trans (le_of_eq (by ring)) t
  have hle := integral_mono ((h0.const_mul _).sub (hV.const_mul _)) h1 key
  have hle' : Real.exp (-m / T) * configIntegral T U ≤
      configIntegral T (fun x => U x + V x) := by
    refine le_trans (le_of_eq ?_) hle
    rw [integral_sub (h0.const_mul _) (hV.const_mul _), integral_const_mul,
      integral_const_mul, hm]
    unfold configIntegral
    ring
  have hlog := Real.log_le_log (mul_pos (Real.exp_pos _) hZ0) hle'
  rw [Real.log_mul (Real.exp_pos _).ne' hZ0.ne', Real.log_exp] at hlog
  have hmul := mul_le_mul_of_nonneg_left hlog hT.le
  have hi : T * T⁻¹ = 1 := mul_inv_cancel₀ hT.ne'
  have e : T * (-m / T + Real.log (configIntegral T U)) =
      -m + T * Real.log (configIntegral T U) := by
    linear_combination (-m) * hi
  rw [e] at hmul
  rw [← hmdef]
  unfold freeEnergy
  linarith

end

end GibbsBogoliubov
```

Messages:

```
Main.lean:60:8: error: Tactic `rewrite` failed: Did not find an occurrence of the pattern
  ∫ (a : ℝ), ?m.397 * Real.exp (-U a / T) - ?m.404 * (V a * Real.exp (-U a / T))
in the target expression
  Real.exp (-m / T) * configIntegral T U =
    ∫ (x : ℝ),
      ((fun x => Real.exp (-m / T) * (1 + m / T) * Real.exp (-U x / T)) - fun x =>
          Real.exp (-m / T) / T * (V x * Real.exp (-U x / T)))
        x

T : ℝ
U V : ℝ → ℝ
hT : 0 < T
h0 : Integrable (fun x => Real.exp (-U x / T)) volume
h1 : Integrable (fun x => Real.exp (-(U x + V x) / T)) volume
hV : Integrable (fun x => V x * Real.exp (-U x / T)) volume
hZ0 : 0 < configIntegral T U
m : ℝ
hmdef : m = average T U V
hm : ∫ (x : ℝ), V x * Real.exp (-U x / T) = m * configIntegral T U
key :
  ∀ (x : ℝ),
    Real.exp (-m / T) * (1 + m / T) * Real.exp (-U x / T) - Real.exp (-m / T) / T * (V x * Real.exp (-U x / T)) ≤
      Real.exp (-(U x + V x) / T)
hle :
  ∫ (x : ℝ),
      ((fun x => Real.exp (-m / T) * (1 + m / T) * Real.exp (-U x / T)) - fun x =>
          Real.exp (-m / T) / T * (V x * Real.exp (-U x / T)))
        x ≤
    ∫ (x : ℝ), Real.exp (-(U x + V x) / T)
⊢ Real.exp (-m / T) * configIntegral T U =
    ∫ (x : ℝ),
      ((fun x => Real.exp (-m / T) * (1 + m / T) * Real.exp (-U x / T)) - fun x =>
          Real.exp (-m / T) / T * (V x * Real.exp (-U x / T)))
        x
```

Diagnosis. The one error is at the rewrite with `integral_sub`, which is meant to split the integral of a difference into two integrals. Its pattern, as the message shows it, has under the integral sign a subtraction of two numbers, one for each point `a`. The target instead has two functions subtracted first, and the resulting function then applied to `x`. The two integrands are equal by definition, but `rw` does not unfold the subtraction of functions to see this, so it finds no match.

The form comes from `hle`. There `integral_mono` takes its left-hand function from the integrability proof built with `.sub`, which is about a difference of functions. The step `le_trans … hle` then carries that integral into the goal.

The added line, `simp only [Pi.sub_apply] at hle`, turns the applied difference of functions into a difference of values at `x`. The goal made from `hle` then has the form `integral_sub` expects, and the rewrite goes through.

Fix (accepted with no message):

```diff
@@ -55,4 +55,5 @@
     exact le_trans (le_of_eq (by ring)) t
   have hle := integral_mono ((h0.const_mul _).sub (hV.const_mul _)) h1 key
+  simp only [Pi.sub_apply] at hle
   have hle' : Real.exp (-m / T) * configIntegral T U ≤
       configIntegral T (fun x => U x + V x) := by
```
